# Transfer of the contact-amplitude ratio from a reference atom, for s waves obeying the same core equations

## Does the reference atom fix the amplitude at the nucleus?

The all-electron slope at the nucleus is the pseudo slope times a ratio known from the reference atom:

$$\psi'(0)=h'(0)\,\frac{\varphi'(0)}{f'(0)} .$$

Here $\varphi$ and $f$ are the all-electron and pseudo reduced radial functions ($r$ times the usual radial function) of an s state in the reference atom, and $\psi$ and $h$ are their counterparts in another environment. Inside the core radius $R$, I assume that $\varphi$ and $\psi$ obey one radial equation, and that $f$ and $h$ obey another. The all-electron and pseudo functions agree at $R$ in each environment, and the reference value there is not zero.

I usually see this justified by saying that the core part of the wave function "only changes by a factor". Can that be made rigorous, with the conditions spelled out, and checked by machine?

## One factor scales the whole core region

Yes. Under these assumptions, $\psi=c\,\varphi$ on all of $[0,R]$ with $c=h'(0)/f'(0)$, provided that neither reference function vanishes together with its slope anywhere on $[0,R]$. The slope formula is this identity differentiated at the nucleus.

Write the two equations on $(0,R)$ as $y''=gy$ for $\varphi,\psi$ and $y''=ky$ for $f,h$. All four functions are continuously differentiable on $[0,R]$ and vanish at $0$.

**The Wronskian vanishes.** Let $W=\varphi\psi'-\varphi'\psi$. In the interior,

$$W'=\varphi'\psi'+\varphi g\psi-g\varphi\psi-\varphi'\psi'=0 .$$

Since $W$ is continuous on $[0,R]$ and $W(0)=0$, it is zero throughout.

**The two solutions are proportional.** The quotient $\psi/\varphi$ breaks down at the nodes of an all-electron function, so take instead

$$c=\frac{M}{N},\qquad M=\varphi\psi+\varphi'\psi',\qquad N=\varphi^2+\varphi'^2 .$$

The denominator is positive because $\varphi$ and $\varphi'$ are never both zero. The derivatives are

$$M'=(1+g)(\varphi\psi'+\varphi'\psi),\qquad N'=2(1+g)\varphi\varphi' ,$$

and expanding the numerator of $c'$ gives

$$M'N-MN'=(1+g)(\varphi^2-\varphi'^2)\,W=0 .$$

So $c$ is constant. Moreover,

$$N\psi-M\varphi=-\varphi'W=0,\qquad N\psi'-M\varphi'=\varphi W=0 ,$$

which says $\psi=c\varphi$ and $\psi'=c\varphi'$. At the origin $\varphi(0)=\psi(0)=0$ and $\varphi'(0)\neq0$, hence $c=\psi'(0)/\varphi'(0)$.

**Matching identifies the factors.** The same argument gives $h=\tilde c f$ with $\tilde c=h'(0)/f'(0)$. At the core radius,

$$c\,\varphi(R)=\psi(R)=h(R)=\tilde c f(R)=\tilde c\,\varphi(R) .$$

Because $\varphi(R)\neq0$, we get $c=\tilde c$. Evaluating $\psi'=c\varphi'$ at $0$ gives the contact formula, and squaring and integrating $\psi=c\varphi$ gives

$$\int_0^R\psi^2\,dx=\left(\frac{h'(0)}{f'(0)}\right)^2\int_0^R\varphi^2\,dx .$$

## What the Lean hypotheses mean physically

`RadialSolution R g y dy` says that `y` vanishes at the nucleus, has the continuous slope `dy` on $[0,R]$ (one-sided at the endpoints), and satisfies $y''=gy$ in the interior. These are reduced radial functions, $y(r)=r$ times the usual radial function. The amplitude of a normalised s orbital at the nucleus is therefore $y'(0)/\sqrt{4\pi}$. The names `dφ`, `dψ`, `df` and `dh` stand for the four slopes.

In Hartree atomic units, a non-relativistic s wave has $g=2(V-E)$. Using one `g` for both $\varphi$ and $\psi$ thus fixes $V-E$ in the core: the new environment may change the amplitude there, but not the equation. The shared `k` is the same requirement on the pseudo side, for a pseudopotential that acts on s waves as multiplication by a function of $r$; the separable non-local form used in many plane-wave codes is not covered. Both coefficients are arbitrary real functions with no continuity assumed, so a Coulomb singularity at the nucleus is allowed.

`NoDoubleZero` excludes points where value and slope vanish together. For ordinary potentials and a solution that is not identically zero, uniqueness gives this away from the nucleus; here it is assumed, since `g` and `k` are arbitrary. At the nucleus it forces a non-zero slope, which selects s waves: a function starting as $r^{l+1}$ with $l\ge1$ is excluded.

The hypotheses `href`, `hne` and `hval` are $\varphi(R)=f(R)$, $\varphi(R)\neq0$ and $\psi(R)=h(R)$. The theorems need neither slope matching at $R$ nor norm conservation, though normalisation matters when the formula is used for a density, as noted in the last section. The functions $\psi$ and $h$ may be identically zero.

```lean
import Mathlib

open Set

namespace CoreReconstruction

/-- A radial function `y` with slope `dy` on the core region `[0, R]`: it is continuously
differentiable there, vanishes at the nucleus, and solves `y'' = g y` in the interior. -/
structure RadialSolution (R : ℝ) (g y dy : ℝ → ℝ) : Prop where
  zero : y 0 = 0
  slope : ∀ x ∈ Icc 0 R, HasDerivWithinAt y (dy x) (Icc 0 R) x
  slope_cont : ContinuousOn dy (Icc 0 R)
  ode : ∀ x ∈ Ioo 0 R, HasDerivAt dy (g x * y x) x

/-- The function and its slope are nowhere both zero on `[0, R]`. -/
def NoDoubleZero (R : ℝ) (y dy : ℝ → ℝ) : Prop :=
  ∀ x ∈ Icc 0 R, y x ≠ 0 ∨ dy x ≠ 0

variable {R : ℝ} {g k y dy z dz φ dφ ψ dψ f df h dh : ℝ → ℝ}

/-- A multiple of a regular radial solution is a regular radial solution. -/
theorem RadialSolution.scale (hy : RadialSolution R g y dy) (c : ℝ) :
    RadialSolution R g (fun x => c * y x) (fun x => c * dy x) where
  zero := by simp [hy.zero]
  slope := fun x hx => (hy.slope x hx).const_mul c
  slope_cont := continuousOn_const.mul hy.slope_cont
  ode := fun x hx => ((hy.ode x hx).const_mul c).congr_deriv (by ring)

/-- A function continuous on `[0, R]` with zero derivative inside keeps its value at the origin. -/
theorem eq_origin_of_deriv_zero {F : ℝ → ℝ} (hF : ContinuousOn F (Icc 0 R))
    (hd : ∀ x ∈ Ioo 0 R, HasDerivAt F 0 x) : ∀ x ∈ Icc 0 R, F x = F 0 := by
  intro x hx
  rcases hx.1.eq_or_lt with h0 | h0
  · rw [← h0]
  · obtain ⟨c, _, e⟩ := exists_hasDerivAt_eq_slope F (fun _ => 0) h0
      (hF.mono (Icc_subset_Icc_right hx.2)) (fun t ht => hd t ⟨ht.1, ht.2.trans_le hx.2⟩)
    have e' : (F x - F 0) / (x - 0) = 0 := e.symm
    rcases div_eq_zero_iff.1 e' with e1 | e1
    · linarith
    · linarith

/-- The Wronskian of two regular solutions of the same radial equation vanishes on the core
region. -/
theorem wronskian_eq_zero (hy : RadialSolution R g y dy) (hz : RadialSolution R g z dz) :
    ∀ x ∈ Icc 0 R, y x * dz x - dy x * z x = 0 := by
  intro x hx
  have cy : ContinuousOn y (Icc 0 R) := fun t ht => (hy.slope t ht).continuousWithinAt
  have cz : ContinuousOn z (Icc 0 R) := fun t ht => (hz.slope t ht).continuousWithinAt
  refine (eq_origin_of_deriv_zero (F := fun t => y t * dz t - dy t * z t)
    ((cy.mul hz.slope_cont).sub (hy.slope_cont.mul cz)) ?_ x hx).trans
    (by simp [hy.zero, hz.zero])
  intro t ht
  have y1 := (hy.slope t (Ioo_subset_Icc_self ht)).hasDerivAt (Icc_mem_nhds ht.1 ht.2)
  have z1 := (hz.slope t (Ioo_subset_Icc_self ht)).hasDerivAt (Icc_mem_nhds ht.1 ht.2)
  exact ((y1.fun_mul (hz.ode t ht)).fun_sub ((hy.ode t ht).fun_mul z1)).congr_deriv (by ring)

/-- Every regular solution is a fixed multiple of a reference solution without double zeros,
in value and slope; the factor is the ratio of the slopes at the nucleus. -/
theorem proportional_to_reference (hy : RadialSolution R g y dy)
    (hz : RadialSolution R g z dz) (hn : NoDoubleZero R y dy) :
    ∀ x ∈ Icc 0 R, z x = dz 0 / dy 0 * y x ∧ dz x = dz 0 / dy 0 * dy x := by
  intro x hx
  have cy : ContinuousOn y (Icc 0 R) := fun t ht => (hy.slope t ht).continuousWithinAt
  have cz : ContinuousOn z (Icc 0 R) := fun t ht => (hz.slope t ht).continuousWithinAt
  have npos : ∀ t ∈ Icc 0 R, y t * y t + dy t * dy t ≠ 0 := by
    intro t ht
    rcases hn t ht with h1 | h1
    · have := mul_self_pos.2 h1
      have := mul_self_nonneg (dy t)
      linarith
    · have := mul_self_pos.2 h1
      have := mul_self_nonneg (y t)
      linarith
  -- the local proportionality factor is constant
  have hc : (y x * z x + dy x * dz x) / (y x * y x + dy x * dy x)
      = (y 0 * z 0 + dy 0 * dz 0) / (y 0 * y 0 + dy 0 * dy 0) := by
    refine eq_origin_of_deriv_zero
      (F := fun t => (y t * z t + dy t * dz t) / (y t * y t + dy t * dy t))
      (((cy.mul cz).add (hy.slope_cont.mul hz.slope_cont)).div
        ((cy.mul cy).add (hy.slope_cont.mul hy.slope_cont)) npos) ?_ x hx
    intro t ht
    have ht' := Ioo_subset_Icc_self ht
    have y1 := (hy.slope t ht').hasDerivAt (Icc_mem_nhds ht.1 ht.2)
    have z1 := (hz.slope t ht').hasDerivAt (Icc_mem_nhds ht.1 ht.2)
    have y2 := hy.ode t ht
    have z2 := hz.ode t ht
    refine (((y1.fun_mul z1).fun_add (y2.fun_mul z2)).fun_div
      ((y1.fun_mul y1).fun_add (y2.fun_mul y2)) (npos t ht')).congr_deriv ?_
    refine div_eq_zero_iff.2 (Or.inl ?_)
    linear_combination (1 + g t) * (y t ^ 2 - dy t ^ 2) * wronskian_eq_zero hy hz t ht'
  -- at the nucleus the factor is the ratio of slopes
  have d0 : dy 0 ≠ 0 := (hn 0 ⟨le_rfl, hx.1.trans hx.2⟩).resolve_left (fun h1 => h1 hy.zero)
  have h0 : (y 0 * z 0 + dy 0 * dz 0) / (y 0 * y 0 + dy 0 * dy 0) = dz 0 / dy 0 := by
    rw [hy.zero, hz.zero, zero_mul, zero_add, zero_add, mul_div_mul_left _ _ d0]
  have w := wronskian_eq_zero hy hz x hx
  rw [← h0, ← hc, div_mul_eq_mul_div, div_mul_eq_mul_div, eq_div_iff (npos x hx),
    eq_div_iff (npos x hx)]
  constructor
  · linear_combination (-dy x) * w
  · linear_combination y x * w

/-- Reconstruction in the core: the all-electron function `ψ` and its slope equal those of the
atomic reference `φ` times the ratio of pseudo slopes at the nucleus. -/
theorem core_reconstruction (hR : 0 < R)
    (hφ : RadialSolution R g φ dφ) (hψ : RadialSolution R g ψ dψ)
    (hf : RadialSolution R k f df) (hh : RadialSolution R k h dh)
    (nφ : NoDoubleZero R φ dφ) (nf : NoDoubleZero R f df)
    (href : φ R = f R) (hne : φ R ≠ 0) (hval : ψ R = h R) :
    ∀ x ∈ Icc 0 R, ψ x = dh 0 / df 0 * φ x ∧ dψ x = dh 0 / df 0 * dφ x := by
  have a := (proportional_to_reference hφ hψ nφ R ⟨hR.le, le_rfl⟩).1
  have b := (proportional_to_reference hf hh nf R ⟨hR.le, le_rfl⟩).1
  -- matching at the core radius identifies the two factors
  have e : dψ 0 / dφ 0 = dh 0 / df 0 := by
    apply mul_right_cancel₀ hne
    rw [← a, hval, b, href]
  rw [← e]
  exact proportional_to_reference hφ hψ nφ

/-- Transfer of the contact amplitude: the all-electron slope at the nucleus is the pseudo slope
times the all-electron to pseudo slope ratio of the reference atom. -/
theorem contact_amplitude_transfer (hR : 0 < R)
    (hφ : RadialSolution R g φ dφ) (hψ : RadialSolution R g ψ dψ)
    (hf : RadialSolution R k f df) (hh : RadialSolution R k h dh)
    (nφ : NoDoubleZero R φ dφ) (nf : NoDoubleZero R f df)
    (href : φ R = f R) (hne : φ R ≠ 0) (hval : ψ R = h R) :
    dψ 0 = dh 0 * dφ 0 / df 0 := by
  rw [(core_reconstruction hR hφ hψ hf hh nφ nf href hne hval 0 ⟨le_rfl, hR.le⟩).2]
  ring

/-- The integral of `ψ ^ 2` over the core region is that of `φ ^ 2` times the squared ratio of
pseudo slopes at the nucleus. -/
theorem core_charge_transfer (hR : 0 < R)
    (hφ : RadialSolution R g φ dφ) (hψ : RadialSolution R g ψ dψ)
    (hf : RadialSolution R k f df) (hh : RadialSolution R k h dh)
    (nφ : NoDoubleZero R φ dφ) (nf : NoDoubleZero R f df)
    (href : φ R = f R) (hne : φ R ≠ 0) (hval : ψ R = h R) :
    ∫ x in (0 : ℝ)..R, ψ x ^ 2 = (dh 0 / df 0) ^ 2 * ∫ x in (0 : ℝ)..R, φ x ^ 2 := by
  rw [← intervalIntegral.integral_const_mul]
  apply intervalIntegral.integral_congr
  intro x hx
  rw [uIcc_of_le hR.le] at hx
  show ψ x ^ 2 = (dh 0 / df 0) ^ 2 * φ x ^ 2
  rw [(core_reconstruction hR hφ hψ hf hh nφ nf href hne hval x hx).1]
  ring

/-- An explicit instance with `R = 1`: the references `2x` and `x + x³` and their threefold
multiples satisfy the radial equations and the matching conditions. -/
theorem contact_amplitude_transfer_witness :
    RadialSolution 1 (fun _ => 0) (fun x => 2 * x) (fun _ => 2) ∧
    RadialSolution 1 (fun _ => 0) (fun x => 3 * (2 * x)) (fun _ => 3 * 2) ∧
    RadialSolution 1 (fun x => 6 / (1 + x ^ 2)) (fun x => x + x ^ 3) (fun x => 1 + 3 * x ^ 2) ∧
    RadialSolution 1 (fun x => 6 / (1 + x ^ 2)) (fun x => 3 * (x + x ^ 3))
      (fun x => 3 * (1 + 3 * x ^ 2)) ∧
    NoDoubleZero 1 (fun x => 2 * x) (fun _ => 2) ∧
    NoDoubleZero 1 (fun x => x + x ^ 3) (fun x => 1 + 3 * x ^ 2) ∧
    (2 * 1 : ℝ) = 1 + 1 ^ 3 ∧ (2 * 1 : ℝ) ≠ 0 ∧ (3 * (2 * 1) : ℝ) = 3 * (1 + 1 ^ 3) := by
  have A : RadialSolution 1 (fun _ => 0) (fun x => 2 * x) (fun _ => 2) :=
    { zero := by simp
      slope := fun x _ =>
        (((hasDerivAt_id' x).const_mul 2).congr_deriv (by ring)).hasDerivWithinAt
      slope_cont := continuousOn_const
      ode := fun x _ => (hasDerivAt_const x (2 : ℝ)).congr_deriv (by ring) }
  have B : RadialSolution 1 (fun x => 6 / (1 + x ^ 2)) (fun x => x + x ^ 3)
      (fun x => 1 + 3 * x ^ 2) := by
    refine ⟨by simp, fun x _ => ?_, by fun_prop, fun x _ => ?_⟩
    · have h3 : HasDerivAt (fun t : ℝ => t ^ 3) (3 * x ^ 2) x := by
        simpa using hasDerivAt_pow 3 x
      exact ((hasDerivAt_id' x).fun_add h3).hasDerivWithinAt
    · have h2 : HasDerivAt (fun t : ℝ => t ^ 2) (2 * x) x := by
        simpa using hasDerivAt_pow 2 x
      have hx : (1 + x ^ 2 : ℝ) ≠ 0 := by positivity
      refine ((h2.const_mul 3).const_add 1).congr_deriv ?_
      rw [div_mul_eq_mul_div, eq_div_iff hx]
      ring
  refine ⟨A, A.scale 3, B, B.scale 3, fun x _ => Or.inr (by norm_num), fun x _ => Or.inr ?_,
    by norm_num, by norm_num, by norm_num⟩
  show (1 + 3 * x ^ 2 : ℝ) ≠ 0
  positivity

/-- With a node at the core radius the transfer can fail: on `[0, π]` take `sin` for both
references and the pseudo function, and `2 sin` for the all-electron function. -/
theorem transfer_fails_at_node :
    RadialSolution Real.pi (fun _ => -1) Real.sin Real.cos ∧
    RadialSolution Real.pi (fun _ => -1) (fun x => 2 * Real.sin x) (fun x => 2 * Real.cos x) ∧
    NoDoubleZero Real.pi Real.sin Real.cos ∧
    2 * Real.sin Real.pi = Real.sin Real.pi ∧
    2 * Real.cos 0 ≠ Real.cos 0 * Real.cos 0 / Real.cos 0 := by
  have A : RadialSolution Real.pi (fun _ => -1) Real.sin Real.cos :=
    { zero := Real.sin_zero
      slope := fun x _ => (Real.hasDerivAt_sin x).hasDerivWithinAt
      slope_cont := Real.continuous_cos.continuousOn
      ode := fun x _ => (Real.hasDerivAt_cos x).congr_deriv (by ring) }
  refine ⟨A, A.scale 2, ?_, by simp, by norm_num [Real.cos_zero]⟩
  intro x _
  by_contra hc
  simp only [not_or, ne_eq, not_not] at hc
  have e := Real.sin_sq_add_cos_sq x
  rw [hc.1, hc.2] at e
  norm_num at e

end CoreReconstruction
```

```lean
#print axioms CoreReconstruction.contact_amplitude_transfer
#print axioms CoreReconstruction.core_charge_transfer
#print axioms CoreReconstruction.transfer_fails_at_node
```

```
'CoreReconstruction.contact_amplitude_transfer' depends on axioms: [propext, Classical.choice, Quot.sound]
'CoreReconstruction.core_charge_transfer' depends on axioms: [propext, Classical.choice, Quot.sound]
'CoreReconstruction.transfer_fails_at_node' depends on axioms: [propext, Classical.choice, Quot.sound]
```

## How the proof follows the derivation

`eq_origin_of_deriv_zero` supplies the step from "zero derivative" to "constant". It applies the mean value theorem on $[0,x]$, which needs continuity up to the endpoints but differentiability only inside. This is why a singular coefficient at the nucleus causes no trouble.

`wronskian_eq_zero` applies that lemma to $W$. The product rule produces the derivative, `ring` shows that its terms cancel, and the boundary values at the origin make the constant zero.

`proportional_to_reference` carries the main argument, with `y` for the reference and `z` for the other solution. `npos` shows $N\neq0$, and `hc` shows that $M/N$ is constant. Its `linear_combination` line is exactly the identity $M'N-MN'=(1+g)(\varphi^2-\varphi'^2)W$. Then `h0` evaluates the constant at the nucleus, and the last two `linear_combination` lines use the multiples $-\varphi'W$ and $\varphi W$ to recover the value and the slope.

`core_reconstruction` uses this proportionality at $R$ for each pair. In the step `e`, `mul_right_cancel₀ hne` cancels $\varphi(R)$ and identifies the two factors. `contact_amplitude_transfer` reads off the slope at zero, while `core_charge_transfer` squares the reconstructed function under the integral.

Two examples test the conditions. Their coefficients are chosen for simplicity, without a nuclear Coulomb term, and do not model a real atom. In `contact_amplitude_transfer_witness`, with $R=1$, the references are $\varphi=2x$ and $f=x+x^3$, and $\psi$ and $h$ are three times these. All hypotheses are met, and the slopes $2$ and $1$ of the references differ, so the conversion factor is a genuine one. `RadialSolution.scale` provides the threefold multiples.

`transfer_fails_at_node` shows what a node at the matching radius does. On $[0,\pi]$, take $\varphi=f=h=\sin x$ and $\psi=2\sin x$. Every value at $R=\pi$ is zero, so the matching conditions hold but carry no information about the amplitude: the true slope is $2$, while the formula gives $1$. The slopes of $\psi$ and $h$ at $R$ differ here; if slopes were matched as well in both environments, they would fix the factor even at a node.

## The factor in a pseudopotential calculation

For s states whose all-electron and pseudo core equations are both the same as in the reference atom, the result justifies recovering a valence orbital's contribution to the electron density at the nucleus from its pseudo wave function. Such contributions enter Mössbauer isomer shifts, and their difference between the two spin directions enters Fermi-contact hyperfine couplings.

In a calculation, the ratio $\varphi'(0)/f'(0)$ can be tabulated when the pseudopotential is generated. One then takes the value of each pseudo orbital at the nucleus, which is $h'(0)/\sqrt{4\pi}$ because only the s component contributes there, and multiplies it by the tabulated ratio. A contribution to the contact density gets the square of the ratio. The pseudo orbital must be scaled so that the all-electron orbital it stands for is normalised; with a norm-conserving pseudopotential, this means giving the pseudo orbital itself unit norm.

The projector augmented-wave (PAW) reconstruction has the same structure. With a single s partial wave it reads

$$\psi=h+(\varphi-f)\,\langle p|h\rangle ,$$

where the projector $p$ is localised in the core and normalised by $\langle p|f\rangle=1$. If $h=cf$ there, then $\langle p|h\rangle=c$ and the sum reduces to $c\varphi$. In a molecule or solid, the orbital energy and the core potential shift somewhat from their atomic values, so a single factor becomes an approximation; PAW data sets often include a second partial wave per channel to follow the energy dependence.
